# Frustration decides whether a connected Hermitian matrix is singular when each diagonal entry equals its Gershgorin radius

Gershgorin discs that touch zero do not always tell an invertible matrix from a singular one. Take three sites with on-site energy 2 and the same real coupling $s$ between every pair. For $s=1$ and for $s=-1$ all discs have centre 2 and radius 2, so both spectra are confined to $[0,4]$. Yet the determinant is 4 in the first case and 0 in the second. The discs see only the moduli of the couplings, and the difference lies in their phases.

For a finite one-particle tight-binding Hamiltonian whose couplings connect all sites and whose on-site energies sit at this boundary, the result below tells from the phases whether the lowest level is exactly zero.

## On-site energies at the disc boundary

Let $H$ be a complex matrix whose rows and columns are labelled by a finite set `n` of sites.

```lean
import Mathlib

open Matrix Finset
open scoped ComplexOrder

namespace DiscBoundaryFrustration

noncomputable section

variable {n : Type*} [Fintype n] [DecidableEq n]
```

The Gershgorin radius of site $i$ is its total coupling strength,
$$R_i=\sum_{j\ne i}|H_{ij}|.$$

```lean
/-- The Gershgorin radius of site `i`: the total strength of its couplings to other sites. -/
def discRadius (H : Matrix n n ℂ) (i : n) : ℝ := ∑ j ∈ univ.erase i, ‖H i j‖
```

The condition $H_{ii}=R_i$ says that the Gershgorin disc of site $i$, with centre $H_{ii}$ and radius $R_i$, has its leftmost point at zero. If all sites have the same on-site energy and the same $R_i$, a shift of the energy zero achieves this. In general it is a real restriction on $H$.

```lean
/-- Every on-site energy equals the total coupling strength of its site. -/
def OnDiscBoundary (H : Matrix n n ℂ) : Prop := ∀ i, H i i = (discRadius H i : ℂ)
```

Two distinct sites are joined in the coupling graph when a nonzero matrix element connects them. `SimpleGraph.fromRel` makes the relation symmetric and removes loops; for Hermitian $H$ it is symmetric already.

```lean
/-- The graph joining distinct sites that are coupled by `H`. -/
def couplingGraph {n : Type*} (H : Matrix n n ℂ) : SimpleGraph n :=
  SimpleGraph.fromRel (fun i j => H i j ≠ 0)
```

Amplitudes $x_i$ satisfy every bond when $H_{ij}x_j=-|H_{ij}|x_i$ for all $i\ne j$. Uncoupled pairs impose nothing, and $x=0$ is allowed at this stage.

```lean
/-- All bonds are satisfied by the amplitudes `x`: `H i j * x j` equals `-‖H i j‖ * x i` for all
distinct `i` and `j`. -/
def Satisfied {n : Type*} (H : Matrix n n ℂ) (x : n → ℂ) : Prop :=
  ∀ i j, i ≠ j → H i j * x j = -(‖H i j‖ : ℂ) * x i
```

## The energy of one bond

For a coupling $h$ between amplitudes $a$ and $b$, define
$$E(h;a,b)=|h|\left(|a|^2+|b|^2\right)+2\,\mathrm{Re}(a^*hb).$$
The first term is the bond's share of the on-site energy. In Lean, `star` is complex conjugation and `Complex.normSq` is the squared modulus.

```lean
/-- The energy of a bond with coupling `h` between amplitudes `a` and `b`, including the
share of on-site energy that belongs to the bond. -/
def bondEnergy (h a b : ℂ) : ℝ :=
  ‖h‖ * (Complex.normSq a + Complex.normSq b) + 2 * (star a * h * b).re
```

Expanding a square gives
$$\big||h|a+hb\big|^2=|h|^2|a|^2+|h|^2|b|^2+2|h|\,\mathrm{Re}(a^*hb)=|h|\,E(h;a,b).$$
The proof expands both sides in the real and imaginary parts of $h$, $a$ and $b$, using $|h|^2=(\mathrm{Re}\,h)^2+(\mathrm{Im}\,h)^2$.

```lean
/-- The bond energy times the coupling strength is a squared modulus. -/
theorem norm_mul_bondEnergy (h a b : ℂ) :
    ‖h‖ * bondEnergy h a b = Complex.normSq ((‖h‖ : ℂ) * a + h * b) := by
  have hn : ‖h‖ ^ 2 = h.re ^ 2 + h.im ^ 2 := by
    rw [Complex.sq_norm, Complex.normSq_apply]; ring
  simp only [bondEnergy, Complex.star_def, Complex.normSq_apply, Complex.add_re,
    Complex.add_im, Complex.mul_re, Complex.mul_im, Complex.ofReal_re, Complex.ofReal_im,
    Complex.conj_re, Complex.conj_im]
  linear_combination (b.re ^ 2 + b.im ^ 2) * hn
```

If $h=0$, the bond energy is zero. Otherwise, dividing the identity by $|h|>0$ shows that $E\ge0$.

```lean
/-- A bond energy is never negative. -/
theorem bondEnergy_nonneg (h a b : ℂ) : 0 ≤ bondEnergy h a b := by
  by_cases hh : h = 0
  · simp [bondEnergy, hh]
  · refine (mul_nonneg_iff_of_pos_left (norm_pos_iff.2 hh)).1 ?_
    rw [norm_mul_bondEnergy]
    exact Complex.normSq_nonneg _
```

## The quadratic form as a sum over bonds

Put $g_{ij}=|H_{ij}||x_i|^2+x_i^*H_{ij}x_j$. Since $H_{ii}=R_i$, each on-site term can be distributed over the bonds of its site:
$$x^\dagger Hx=\sum_i R_i|x_i|^2+\sum_{i\ne j}x_i^*H_{ij}x_j=\sum_{i\ne j}g_{ij}.$$
Exchanging the labels and averaging gives $\tfrac12\sum_{i\ne j}(g_{ij}+g_{ji})$. Because $H_{ji}=H_{ij}^*$, the two cross terms are conjugates, and $g_{ij}+g_{ji}=E(H_{ij};x_i,x_j)$. Hence
$$x^\dagger Hx=\frac12\sum_{i\ne j}E(H_{ij};x_i,x_j).$$
These three steps are `hq`, `swap` and `hb`.

```lean
/-- For Hermitian `H` with `H_ii = R_i`, `x† H x` is half the sum of the bond energies over ordered
pairs of distinct sites. -/
theorem expectation_eq_bonds {H : Matrix n n ℂ} (hH : H.IsHermitian)
    (hd : OnDiscBoundary H) (x : n → ℂ) :
    star x ⬝ᵥ (H *ᵥ x) =
      ((1 / 2 * ∑ i, ∑ j ∈ univ.erase i, bondEnergy (H i j) (x i) (x j) : ℝ) : ℂ) := by
  let g : n → n → ℂ := fun i j =>
    (‖H i j‖ : ℂ) * (star (x i) * x i) + star (x i) * H i j * x j
  -- distribute each on-site energy over the bonds of its site
  have hq : star x ⬝ᵥ (H *ᵥ x) = ∑ i, ∑ j ∈ univ.erase i, g i j := by
    change ∑ i, star (x i) * (∑ j, H i j * x j) = _
    refine Finset.sum_congr rfl fun i _ => ?_
    have h1 : ∑ j, H i j * x j = H i i * x i + ∑ j ∈ univ.erase i, H i j * x j :=
      (Finset.add_sum_erase _ (fun j => H i j * x j) (Finset.mem_univ i)).symm
    have h2 : ∑ j ∈ univ.erase i, g i j = (discRadius H i : ℂ) * (star (x i) * x i)
        + ∑ j ∈ univ.erase i, star (x i) * (H i j * x j) := by
      simp only [g, discRadius, Complex.ofReal_sum, Finset.sum_add_distrib,
        Finset.sum_mul, mul_assoc]
    rw [h1, h2, hd i, mul_add, Finset.mul_sum]
    ring
  have swap : ∑ i, ∑ j ∈ univ.erase i, g i j = ∑ i, ∑ j ∈ univ.erase i, g j i :=
    Finset.sum_comm' (by intro i j; simp [eq_comm])
  -- each bond energy collects the two orderings of its pair
  have hb : ∀ i j, (bondEnergy (H i j) (x i) (x j) : ℂ) = g i j + g j i := by
    intro i j
    have hs : H j i = star (H i j) := (hH.apply j i).symm
    simp only [g]
    rw [hs, norm_star]
    apply Complex.ext <;>
      simp only [bondEnergy, Complex.star_def, Complex.normSq_apply, Complex.add_re,
        Complex.add_im, Complex.mul_re, Complex.mul_im, Complex.ofReal_re,
        Complex.ofReal_im, Complex.conj_re, Complex.conj_im] <;> ring
  rw [hq]
  simp only [Complex.ofReal_mul, Complex.ofReal_sum, hb, Finset.sum_add_distrib]
  rw [← swap]
  push_cast
  ring
```

## Zero modes satisfy every bond

Call $x$ a zero mode if $Hx=0$; the vector $x=0$ is included. If $Hx=0$, the sum of bond energies vanishes. Its terms are nonnegative, so each one is zero, and the squared-modulus identity gives $|H_{ij}|x_i+H_{ij}x_j=0$. Conversely, if every bond is satisfied, then
$$(Hx)_i=R_ix_i+\sum_{j\ne i}H_{ij}x_j=R_ix_i-\sum_{j\ne i}|H_{ij}|x_i=0.$$

```lean
/-- For Hermitian `H` with `H_ii = R_i`, `H x = 0` holds exactly when `x` satisfies every bond. -/
theorem zero_mode_iff {H : Matrix n n ℂ} (hH : H.IsHermitian)
    (hd : OnDiscBoundary H) (x : n → ℂ) : H *ᵥ x = 0 ↔ Satisfied H x := by
  constructor
  · intro hx i j hij
    have e := expectation_eq_bonds hH hd x
    rw [hx, dotProduct_zero] at e
    have e' := Complex.ofReal_eq_zero.1 e.symm
    have e0 : ∑ i, ∑ j ∈ univ.erase i, bondEnergy (H i j) (x i) (x j) = 0 := by
      linarith
    -- a vanishing sum of nonnegative energies vanishes bond by bond
    have e1 := (Finset.sum_eq_zero_iff_of_nonneg (fun i _ =>
      Finset.sum_nonneg fun j _ => bondEnergy_nonneg (H i j) (x i) (x j))).1 e0 i
        (Finset.mem_univ i)
    have e2 := (Finset.sum_eq_zero_iff_of_nonneg (fun j _ =>
      bondEnergy_nonneg (H i j) (x i) (x j))).1 e1 j
        (Finset.mem_erase.2 ⟨hij.symm, Finset.mem_univ j⟩)
    have e3 := norm_mul_bondEnergy (H i j) (x i) (x j)
    rw [e2, mul_zero] at e3
    linear_combination Complex.normSq_eq_zero.1 e3.symm
  · intro hx
    funext i
    change ∑ j, H i j * x j = 0
    rw [← Finset.add_sum_erase _ (fun j => H i j * x j) (Finset.mem_univ i),
      Finset.sum_congr rfl (fun j hj => hx i j (Finset.ne_of_mem_erase hj).symm),
      ← Finset.sum_mul, Finset.sum_neg_distrib, hd i, discRadius, Complex.ofReal_sum]
    ring
```

Taking moduli in the bond condition gives $|H_{ij}||x_j|=|H_{ij}||x_i|$, so $|x_i|=|x_j|$ across every nonzero coupling. This is `key`. Induction along a walk extends it to any two sites of a connected graph.

```lean
/-- On a connected coupling graph, amplitudes that satisfy every bond have equal modulus
on all sites. -/
theorem norm_eq_of_satisfied {n : Type*} {H : Matrix n n ℂ}
    (hc : (couplingGraph H).Connected) {x : n → ℂ} (hx : Satisfied H x) (i j : n) :
    ‖x i‖ = ‖x j‖ := by
  have key : ∀ a b, a ≠ b → H a b ≠ 0 → ‖x a‖ = ‖x b‖ := by
    intro a b hab h0
    have h := congrArg norm (hx a b hab)
    rw [norm_mul, norm_mul, norm_neg, Complex.norm_real, norm_norm] at h
    exact (mul_left_cancel₀ (norm_ne_zero_iff.2 h0) h).symm
  obtain ⟨w⟩ := hc.preconnected i j
  induction w with
  | nil => rfl
  | cons h p ih =>
    obtain ⟨hne, h1 | h1⟩ := (SimpleGraph.fromRel_adj _ _ _).1 h
    · exact (key _ _ hne h1).trans ih
    · exact (key _ _ hne.symm h1).symm.trans ih
```

## Singular exactly when the phases fit

Assume that $H$ is Hermitian, that $H_{ii}=R_i$ for all $i$, and that the coupling graph is connected. The theorem states that $H$ is positive semidefinite, and that $\det H=0$ exactly when numbers $u_i$ with $|u_i|=1$ satisfy every bond. If no such phases exist, the couplings are called frustrated.

Positivity follows from the sum of bond energies. If $\det H=0$, there is a nonzero $x$ with $Hx=0$. Its modulus is the same nonzero number $|x_k|$ on every site, so $u_i=x_i/|x_k|$ are the required phases. Conversely, such phases form a nonzero zero mode. On $N$ sites the normalised state is $u/\sqrt N$.

```lean
/-- A Hermitian `H` with `H_ii = R_i` and connected couplings is positive semidefinite, and it
is singular exactly when phases `u_i` exist with `H_ij u_j = -|H_ij| u_i` for distinct `i, j`. -/
theorem posSemidef_and_singular_iff {H : Matrix n n ℂ} (hH : H.IsHermitian)
    (hd : OnDiscBoundary H) (hc : (couplingGraph H).Connected) :
    H.PosSemidef ∧ (H.det = 0 ↔ ∃ u : n → ℂ, (∀ i, ‖u i‖ = 1) ∧
      ∀ i j, i ≠ j → H i j * u j = -(‖H i j‖ : ℂ) * u i) := by
  refine ⟨PosSemidef.of_dotProduct_mulVec_nonneg hH fun x => ?_, ?_⟩
  · rw [expectation_eq_bonds hH hd x]
    exact Complex.zero_le_real.2 (mul_nonneg (by norm_num)
      (Finset.sum_nonneg fun i _ => Finset.sum_nonneg fun j _ => bondEnergy_nonneg _ _ _))
  rw [← Matrix.exists_mulVec_eq_zero_iff]
  constructor
  · rintro ⟨x, hx0, hx⟩
    have hs := (zero_mode_iff hH hd x).1 hx
    obtain ⟨k, hk⟩ := Function.ne_iff.1 hx0
    have hk' : ‖x k‖ ≠ 0 := norm_ne_zero_iff.2 hk
    -- divide the zero mode by its common modulus
    refine ⟨fun i => x i / (‖x k‖ : ℂ), fun i => ?_, fun i j hij => ?_⟩
    · rw [norm_div, Complex.norm_real, norm_norm, norm_eq_of_satisfied hc hs i k,
        div_self hk']
    · rw [← mul_div_assoc, hs i j hij, mul_div_assoc]
  · rintro ⟨u, hu, hs⟩
    obtain ⟨k⟩ := hc.nonempty
    refine ⟨u, fun h => ?_, (zero_mode_iff hH hd u).2 hs⟩
    have := hu k
    simp [h] at this
```

Connectedness matters for the second claim. Add to the three-site ring with $s=1$ a fourth, uncoupled site of energy 0. Still $H_{ii}=R_i$, and the determinant is now 0, but phases on the ring would need $u_1=-u_2=u_3=-u_1$, which is impossible.

The diagonal condition could also have been modelled as $H_{ii}\ge R_i$. The quadratic form $x^\dagger Hx$ would then gain the nonnegative term $\sum_i(H_{ii}-R_i)|x_i|^2$. Positivity would survive, while a singular connected $H$ would need equality at every site as well as fitting phases. The four-site example and this variant rest on the arguments given here, not on the code.

## One zero mode and a test on triangles

Let $u$ be a nonzero zero mode with $u_k\ne0$, and let $x$ be any zero mode. Then $x-(x_k/u_k)u$ is a zero mode that vanishes at $k$. Its modulus is constant, so it vanishes everywhere, and $x$ is a multiple of $u$.

```lean
/-- For Hermitian `H` with `H_ii = R_i` and connected couplings, any zero mode is a multiple of any
given nonzero zero mode. -/
theorem zero_mode_unique {H : Matrix n n ℂ} (hH : H.IsHermitian)
    (hd : OnDiscBoundary H) (hc : (couplingGraph H).Connected) {u x : n → ℂ}
    (hu0 : u ≠ 0) (hu : H *ᵥ u = 0) (hx : H *ᵥ x = 0) : ∃ c : ℂ, x = c • u := by
  obtain ⟨k, hk⟩ := Function.ne_iff.1 hu0
  have hk' : u k ≠ 0 := hk
  refine ⟨x k / u k, ?_⟩
  -- the difference is a zero mode that vanishes at site k, hence everywhere
  have hz : H *ᵥ (x - (x k / u k) • u) = 0 := by
    rw [Matrix.mulVec_sub, Matrix.mulVec_smul, hu, hx, smul_zero, sub_zero]
  have hs := (zero_mode_iff hH hd _).1 hz
  have h0 : (x - (x k / u k) • u) k = 0 := by
    simp only [Pi.sub_apply, Pi.smul_apply, smul_eq_mul]
    rw [div_mul_cancel₀ _ hk', sub_self]
  funext i
  have hi := norm_eq_of_satisfied hc hs i k
  rw [h0, norm_zero] at hi
  exact sub_eq_zero.1 (norm_eq_zero.1 hi)
```

For a singular $H$, carrying the phase around three distinct sites gives
$$H_{ij}H_{jk}H_{ki}u_i=-|H_{ki}|H_{ij}H_{jk}u_k=|H_{ki}||H_{jk}|H_{ij}u_j=-|H_{ij}||H_{jk}||H_{ki}|u_i.$$
Cancelling $u_i$ leaves a condition on the couplings alone. The theorem gives it as necessary for singularity, not as sufficient.

```lean
/-- If a Hermitian `H` with `H_ii = R_i` and connected couplings is singular, the product of the
couplings `H_ij H_jk H_ki` around any three distinct sites is minus its own modulus. -/
theorem triangle_product_of_singular {H : Matrix n n ℂ} (hH : H.IsHermitian)
    (hd : OnDiscBoundary H) (hc : (couplingGraph H).Connected) (h0 : H.det = 0)
    {i j k : n} (hij : i ≠ j) (hjk : j ≠ k) (hki : k ≠ i) :
    H i j * H j k * H k i = -((‖H i j‖ : ℂ) * ‖H j k‖ * ‖H k i‖) := by
  obtain ⟨u, hu, hs⟩ := (posSemidef_and_singular_iff hH hd hc).2.1 h0
  have hi : u i ≠ 0 := norm_ne_zero_iff.1 (by rw [hu i]; exact one_ne_zero)
  apply mul_right_cancel₀ hi
  linear_combination H i j * H j k * hs k i hki - (‖H k i‖ : ℂ) * H i j * hs j k hjk
    + (‖H j k‖ : ℂ) * ‖H k i‖ * hs i j hij
```

## The ring with both signs

The three-site ring from the start is `ring3 s`.

```lean
/-- The three-site ring with on-site energy 2 and uniform coupling `s`. -/
def ring3 (s : ℂ) : Matrix (Fin 3) (Fin 3) ℂ := !![2, s, s; s, 2, s; s, s, 2]
```

For $s=\pm1$ it is Hermitian, each radius is $1+1=2$, and every pair of sites is coupled. All hypotheses therefore hold for both signs.

```lean
/-- For coupling `1` or `-1` the three-site ring is Hermitian, has `H_ii = R_i`, and is
connected. -/
theorem ring3_witness (s : ℂ) (hs : s = 1 ∨ s = -1) :
    (ring3 s).IsHermitian ∧ OnDiscBoundary (ring3 s) ∧
      (couplingGraph (ring3 s)).Connected := by
  have hne : ∀ i j, ring3 s i j ≠ 0 := by
    intro i j
    rcases hs with rfl | rfl <;> fin_cases i <;> fin_cases j <;> simp [ring3]
  refine ⟨Matrix.IsHermitian.ext fun i j => ?_, fun i => ?_, ?_⟩
  · rcases hs with rfl | rfl <;> fin_cases i <;> fin_cases j <;> simp [ring3]
  · have h : discRadius (ring3 s) i = 2 := by
      rw [discRadius, Finset.sum_erase_eq_sub (Finset.mem_univ i)]
      rcases hs with rfl | rfl <;> fin_cases i <;>
        simp [ring3, Fin.sum_univ_succ] <;> norm_num
    rw [h]
    fin_cases i <;> simp [ring3]
  · refine (SimpleGraph.connected_iff _).2 ⟨fun i j => ?_, inferInstance⟩
    by_cases hij : i = j
    · subst hij
      exact ⟨SimpleGraph.Walk.nil⟩
    · exact SimpleGraph.Adj.reachable
        ((SimpleGraph.fromRel_adj _ _ _).2 ⟨hij, Or.inl (hne i j)⟩)
```

The determinant is $8+2s^3-6s^2$. For $s=1$ the triangle product is $+1$, the ring is frustrated, and the determinant is 4. For $s=-1$ the product is $-1$, the determinant is 0, and the normalised zero mode is $(1,1,1)/\sqrt3$.

```lean
/-- The three-site ring has determinant 4 for coupling `1` and determinant 0 for
coupling `-1`. -/
theorem ring3_det : (ring3 1).det = 4 ∧ (ring3 (-1)).det = 0 := by
  constructor <;> simp [ring3, Matrix.det_fin_three] <;> norm_num

end

end DiscBoundaryFrustration
```

```lean
#print axioms DiscBoundaryFrustration.zero_mode_unique
#print axioms DiscBoundaryFrustration.triangle_product_of_singular
#print axioms DiscBoundaryFrustration.ring3_det
```

```
'DiscBoundaryFrustration.zero_mode_unique' depends on axioms: [propext, Classical.choice, Quot.sound]
'DiscBoundaryFrustration.triangle_product_of_singular' depends on axioms: [propext, Classical.choice, Quot.sound]
'DiscBoundaryFrustration.ring3_det' depends on axioms: [propext, Classical.choice, Quot.sound]
```
